# Erfc and Yukawa kernels have equal space integrals at k = 2w, and then cross once

## Two ways to screen the Coulomb interaction

Range-separated hybrid functionals split \(1/r\) into a short-range and a long-range part. The short-range part may be \(\mathrm{erfc}(wr)/r\) or the Yukawa form \(e^{-kr}/r\), where \(r\) is the interelectronic distance and \(w,k>0\) are inverse lengths. One simple way to choose \(k\) for a given \(w\) is to match the space integrals, which are the Fourier components at zero wavevector. This fixes one number per kernel and does not make exchange energies agree.

## Equal integrals and one crossing radius

The theorem `erfc_yukawa_matching` says, for every \(w>0\):

- For \(k>0\), the integrals over \(\mathbb R^3\) are equal exactly when \(k=2w\).
- For \(k=2w\), there is a unique \(r_0>0\) such that the erfc kernel is larger for \(0<r<r_0\) and the Yukawa kernel is larger for \(r>r_0\).

In Lean, `erfcKernel w r` and `yukawaKernel k r` are functions of distance. Space is `EuclideanSpace ℝ (Fin 3)` with Lebesgue measure, and `‖x‖` is the distance from the origin. The symbol `∃!` expresses unique existence. Lean assigns the integral 0 to a non-integrable function, so the positive values found below also confirm integrability.

The separate theorem `crossing_scales` gives \(r_0=x_0/w\) with one \(x_0\) for all \(w\). No numerical value of \(x_0\) is stated.

## The sign of the difference

The convention is
\[
\mathrm{erfc}(x)=1-\frac{2}{\sqrt\pi}\int_0^x e^{-t^2}\,dt .
\]
Its derivative is \(-2e^{-x^2}/\sqrt\pi<0\), and it tends to 0 at infinity, so it is nonnegative.

Put \(g(x)=\mathrm{erfc}(x)-e^{-2x}\) and \(c=\ln\sqrt\pi\). Then
\[
g'(x)=2e^{-2x}-2e^{-x^2-c}.
\]
This is positive exactly when \(x^2-2x+c>0\), that is, when \((x-1)^2>s^2\) with \(s=\sqrt{1-c}\). Since \(1<\sqrt\pi<2\) and \(\ln\sqrt\pi\le\sqrt\pi-1\), we have \(0<c<1\) and \(0<s<1\).

Starting from \(g(0)=0\), the function rises up to \(1-s\), falls up to \(1+s\), and then rises towards its limit 0. It is therefore positive on \((0,1-s]\) and negative on \([1+s,\infty)\). In between it decreases strictly through a single zero \(x_0\).

Setting \(x=wr\) and dividing by \(r>0\) gives the crossing at \(r_0=x_0/w\). If a second radius had the same property, both strict inequalities would hold at the midpoint of the two radii, which is impossible.

At short distance, a Taylor expansion done separately from the Lean file shows that the singularities cancel:
\[
\frac{\mathrm{erfc}(wr)-e^{-2wr}}{r}\longrightarrow 2w\left(1-\frac1{\sqrt\pi}\right)>0\qquad(r\to0^+).
\]

## The two space integrals

For a screening function \(f\) and \(b>0\), polar coordinates and \(t=br\) give
\[
\int_{\mathbb R^3}\frac{f(b|\mathbf r|)}{|\mathbf r|}\,d^3r
=4\pi\int_0^\infty r f(br)\,dr
=\frac{4\pi}{b^2}\int_0^\infty t f(t)\,dt .
\]
For \(f(t)=e^{-t}\), the antiderivative \(-(t+1)e^{-t}\) gives the moment 1. For \(f=\mathrm{erfc}\), use
\[
F(t)=\frac{t^2}{2}\mathrm{erfc}(t)-\frac{t e^{-t^2}}{2\sqrt\pi}-\frac14\mathrm{erfc}(t).
\]
In \(F'\) the Gaussian terms cancel, leaving \(t\,\mathrm{erfc}(t)\). Beyond \(x_0\) we have \(0\le\mathrm{erfc}(t)<e^{-2t}\), so \(F(t)\to0\). With \(F(0)=-1/4\), the moment is \(1/4\).

The integrals are thus \(\pi/w^2\) and \(4\pi/k^2\). They agree exactly when \(k^2=4w^2\), which for positive parameters means \(k=2w\).

## The Lean file

```lean
import Mathlib

open MeasureTheory Filter Set Topology

namespace RangeSeparation

noncomputable section

/-- The complementary error function, one minus the normalised Gaussian integral from 0 to `x`. -/
def erfc (x : ℝ) : ℝ := 1 - 2 / √Real.pi * ∫ t in (0 : ℝ)..x, Real.exp (-t ^ 2)

/-- The short-range kernel `erfc(w r)/r` at distance `r ≠ 0`. -/
def erfcKernel (w r : ℝ) : ℝ := erfc (w * r) / r

/-- The Yukawa kernel `exp(-k r)/r` at distance `r ≠ 0`. -/
def yukawaKernel (k r : ℝ) : ℝ := Real.exp (-(k * r)) / r

/-- The difference of the two screening functions, `erfc x - exp(-2x)`, in the reduced
distance `x`. -/
def excess (x : ℝ) : ℝ := erfc x - Real.exp (-(2 * x))

/-- The slope of the complementary error function is minus a normalised Gaussian. -/
theorem hasDerivAt_erfc (x : ℝ) :
    HasDerivAt erfc (-(2 / √Real.pi * Real.exp (-x ^ 2))) x := by
  have hc : Continuous fun t : ℝ => Real.exp (-t ^ 2) := by fun_prop
  have h := (hc.integral_hasStrictDerivAt 0 x).hasDerivAt
  exact (h.const_mul (2 / √Real.pi)).const_sub 1

/-- The complementary error function tends to 0 as its argument tends to `+∞`. -/
theorem tendsto_erfc : Tendsto erfc atTop (𝓝 0) := by
  have hi : IntegrableOn (fun t : ℝ => Real.exp (-t ^ 2)) (Ioi 0) := by
    have h := (integrable_exp_neg_mul_sq (b := (1 : ℝ)) one_pos).integrableOn (s := Ioi 0)
    simpa only [neg_mul, one_mul] using h
  have hg := integral_gaussian_Ioi 1
  simp only [neg_mul, one_mul, div_one] at hg
  have h := intervalIntegral_tendsto_integral_Ioi 0 hi tendsto_id
  rw [hg] at h
  have h2 := (h.const_mul (2 / √Real.pi)).const_sub 1
  have hp : √Real.pi ≠ 0 := (Real.sqrt_pos.2 Real.pi_pos).ne'
  have e : 2 / √Real.pi * (√Real.pi / 2) = 1 := by field_simp
  rw [e, sub_self] at h2
  exact h2

/-- The complementary error function is nowhere negative. -/
theorem erfc_nonneg (x : ℝ) : 0 ≤ erfc x := by
  have ha : Antitone erfc := by
    refine antitone_of_deriv_nonpos (fun y => (hasDerivAt_erfc y).differentiableAt) fun y => ?_
    rw [(hasDerivAt_erfc y).deriv]
    exact neg_nonpos.2 (by positivity)
  exact ha.le_of_tendsto tendsto_erfc x

/-- For positive reduced distance, `erfc x - exp(-2x)` changes sign exactly once, from
positive to negative. -/
theorem excess_sign : ∃ x₀ > 0, ∀ x > 0,
    (0 < excess x ↔ x < x₀) ∧ (excess x < 0 ↔ x₀ < x) := by
  have hp1 : 1 < √Real.pi := (Real.lt_sqrt zero_le_one).2 (by linarith [Real.pi_gt_three])
  have hp2 : √Real.pi < 2 := (Real.sqrt_lt' two_pos).2 (by linarith [Real.pi_lt_d2])
  have hp0 : 0 < √Real.pi := by linarith
  obtain ⟨c, hc⟩ : ∃ c, c = Real.log √Real.pi := ⟨_, rfl⟩
  have hc0 : 0 < c := hc ▸ Real.log_pos hp1
  have hc1 : c < 1 := by linarith [Real.log_le_sub_one_of_pos hp0]
  have hec : Real.exp c = √Real.pi := by rw [hc, Real.exp_log hp0]
  -- the slope vanishes at the two reduced distances 1 - s and 1 + s
  obtain ⟨s, hs0, hs2⟩ : ∃ s : ℝ, 0 < s ∧ s ^ 2 = 1 - c :=
    ⟨√(1 - c), Real.sqrt_pos.2 (by linarith), Real.sq_sqrt (by linarith)⟩
  have hs1 : s < 1 := by nlinarith
  have hd : ∀ x, HasDerivAt excess
      (2 * Real.exp (-(2 * x)) - 2 * Real.exp (-x ^ 2 - c)) x := by
    intro x
    have h1 := (((hasDerivAt_id' x).const_mul 2).fun_neg).exp
    refine ((hasDerivAt_erfc x).fun_sub h1).congr_deriv ?_
    rw [Real.exp_sub, hec]
    ring
  have hcont : Continuous excess :=
    continuous_iff_continuousAt.2 fun x => (hd x).continuousAt
  have hpos : ∀ x, s ^ 2 < (x - 1) ^ 2 → 0 < deriv excess x := by
    intro x hx
    rw [(hd x).deriv]
    have := Real.exp_lt_exp.2 (show -x ^ 2 - c < -(2 * x) by nlinarith)
    linarith
  have hneg : ∀ x, (x - 1) ^ 2 < s ^ 2 → deriv excess x < 0 := by
    intro x hx
    rw [(hd x).deriv]
    have := Real.exp_lt_exp.2 (show -(2 * x) < -x ^ 2 - c by nlinarith)
    linarith
  have m1 : StrictMonoOn excess (Icc 0 (1 - s)) := by
    refine strictMonoOn_of_deriv_pos (convex_Icc _ _) hcont.continuousOn fun x hx => hpos x ?_
    rw [interior_Icc] at hx
    nlinarith [mul_pos (show 0 < 1 - x - s by linarith [hx.2])
      (show 0 < 1 - x + s by linarith [hx.2])]
  have m2 : StrictAntiOn excess (Icc (1 - s) (1 + s)) := by
    refine strictAntiOn_of_deriv_neg (convex_Icc _ _) hcont.continuousOn fun x hx => hneg x ?_
    rw [interior_Icc] at hx
    nlinarith [mul_pos (show 0 < x - 1 + s by linarith [hx.1])
      (show 0 < 1 + s - x by linarith [hx.2])]
  have m3 : StrictMonoOn excess (Ici (1 + s)) := by
    refine strictMonoOn_of_deriv_pos (convex_Ici _) hcont.continuousOn fun x hx => hpos x ?_
    rw [interior_Ici] at hx
    have hx' : 1 + s < x := hx
    nlinarith [mul_pos (show 0 < x - 1 - s by linarith) (show 0 < x - 1 + s by linarith)]
  have g0 : excess 0 = 0 := by simp [excess, erfc]
  have hlim : Tendsto excess atTop (𝓝 0) := by
    have h := tendsto_erfc.sub (Real.tendsto_exp_neg_atTop_nhds_zero.comp
      (tendsto_id.const_mul_atTop (zero_lt_two' ℝ)))
    rw [sub_zero] at h
    exact h
  have left : ∀ x, 0 < x → x ≤ 1 - s → 0 < excess x := by
    intro x hx hxs
    have := m1 ⟨le_rfl, by linarith⟩ ⟨hx.le, hxs⟩ hx
    linarith
  -- on the outer branch the difference rises towards 0, so it is negative
  have right : ∀ x, 1 + s ≤ x → excess x < 0 := by
    intro x hx
    have hx1 : 1 + s ≤ x + 1 := by linarith
    have h1 : excess x < excess (x + 1) := m3 hx hx1 (by linarith)
    have h2 : excess (x + 1) ≤ 0 := by
      refine ge_of_tendsto hlim ?_
      filter_upwards [eventually_ge_atTop (x + 1)] with y hy
      exact m3.monotoneOn hx1 (hx1.trans hy) hy
    linarith
  obtain ⟨x₀, hx₀, h0⟩ := intermediate_value_Icc' (show 1 - s ≤ 1 + s by linarith)
    hcont.continuousOn ⟨(right _ le_rfl).le, (left _ (by linarith) le_rfl).le⟩
  refine ⟨x₀, by linarith [hx₀.1], fun x hx => ?_⟩
  rcases lt_trichotomy x x₀ with h | h | h
  · have hp : 0 < excess x := by
      rcases le_total x (1 - s) with h1 | h1
      · exact left x hx h1
      · have := m2 ⟨h1, by linarith [hx₀.2]⟩ hx₀ h
        linarith
    constructor <;> constructor <;> intro _ <;> linarith
  · have hz : excess x = 0 := by rw [h]; exact h0
    constructor <;> constructor <;> intro _ <;> linarith
  · have hn : excess x < 0 := by
      rcases le_total (1 + s) x with h1 | h1
      · exact right x h1
      · have := m2 hx₀ ⟨by linarith [hx₀.1], h1⟩ h
        linarith
    constructor <;> constructor <;> intro _ <;> linarith

/-- The first radial moment of the complementary error function is 1/4. -/
theorem radial_moment_erfc : ∫ t in Ioi (0 : ℝ), t * erfc t = 1 / 4 := by
  obtain ⟨x₀, -, hx⟩ := excess_sign
  -- beyond the crossing, erfc lies below an exponential
  have l1 : Tendsto (fun t : ℝ => t ^ 2 * erfc t) atTop (𝓝 0) := by
    refine squeeze_zero' (Eventually.of_forall fun t => mul_nonneg (sq_nonneg t) (erfc_nonneg t))
      ?_ (Real.tendsto_pow_mul_exp_neg_atTop_nhds_zero 2)
    filter_upwards [eventually_gt_atTop x₀, eventually_gt_atTop 0] with t h1 h2
    have h3 := (hx t h2).2.2 h1
    unfold excess at h3
    have h4 := Real.exp_le_exp.2 (show -(2 * t) ≤ -t by linarith)
    exact mul_le_mul_of_nonneg_left (by linarith) (sq_nonneg t)
  have l2 : Tendsto (fun t : ℝ => t * Real.exp (-t ^ 2)) atTop (𝓝 0) := by
    refine squeeze_zero' ?_ ?_ (Real.tendsto_pow_mul_exp_neg_atTop_nhds_zero 1)
    · filter_upwards [eventually_ge_atTop 0] with t ht
      positivity
    · filter_upwards [eventually_ge_atTop 1] with t ht
      rw [pow_one]
      exact mul_le_mul_of_nonneg_left (Real.exp_le_exp.2 (by nlinarith)) (by linarith)
  have hlim := ((l1.const_mul (1 / 2)).sub (l2.const_mul (1 / (2 * √Real.pi)))).sub
    (tendsto_erfc.const_mul (1 / 4))
  simp only [mul_zero, sub_zero] at hlim
  have hd : ∀ t : ℝ, HasDerivAt (fun t : ℝ => 1 / 2 * (t ^ 2 * erfc t)
      - 1 / (2 * √Real.pi) * (t * Real.exp (-t ^ 2)) - 1 / 4 * erfc t) (t * erfc t) t := by
    intro t
    have hsq : HasDerivAt (fun y : ℝ => y ^ 2) (2 * t) t := by simpa using hasDerivAt_pow 2 t
    have hE := hsq.fun_neg.exp
    refine ((((hsq.fun_mul (hasDerivAt_erfc t)).const_mul (1 / 2)).fun_sub
      (((hasDerivAt_id' t).fun_mul hE).const_mul (1 / (2 * √Real.pi)))).fun_sub
      ((hasDerivAt_erfc t).const_mul (1 / 4))).congr_deriv ?_
    ring
  have h := integral_Ioi_of_hasDerivAt_of_nonneg' (a := 0) (fun t _ => hd t)
    (fun t ht => mul_nonneg (le_of_lt ht) (erfc_nonneg t)) hlim
  refine h.trans ?_
  have e0 : erfc 0 = 1 := by simp [erfc]
  norm_num [e0]

/-- The space integral of a screened Coulomb kernel `f(b r)/r` with `b > 0` is `4π/b²` times the
first radial moment of the screening function `f`. -/
theorem integral_screened (f : ℝ → ℝ) {b : ℝ} (hb : 0 < b) :
    ∫ x : EuclideanSpace ℝ (Fin 3), f (b * ‖x‖) / ‖x‖
      = 4 * Real.pi / b ^ 2 * ∫ t in Ioi (0 : ℝ), t * f t := by
  have h := integral_fun_norm_addHaar (volume : Measure (EuclideanSpace ℝ (Fin 3)))
    (fun r => f (b * r) / r)
  have hv : (volume : Measure (EuclideanSpace ℝ (Fin 3))).real (Metric.ball 0 1)
      = Real.pi * 4 / 3 := by
    rw [Measure.real, EuclideanSpace.volume_ball_fin_three, ENNReal.toReal_mul,
      ENNReal.toReal_pow, ENNReal.toReal_ofReal zero_le_one,
      ENNReal.toReal_ofReal (by positivity)]
    ring
  -- rescale the radial variable
  have hr : ∫ y in Ioi (0 : ℝ), y ^ (3 - 1) • (f (b * y) / y)
      = b⁻¹ * (b⁻¹ * ∫ t in Ioi (0 : ℝ), t * f t) := by
    have h1 := integral_comp_mul_left_Ioi (fun t => t * f t) 0 hb
    rw [mul_zero, smul_eq_mul] at h1
    rw [← h1, ← integral_const_mul]
    refine setIntegral_congr_fun measurableSet_Ioi fun y hy => ?_
    have hy0 : y ≠ 0 := ne_of_gt hy
    have hb0 : b ≠ 0 := hb.ne'
    simp only [smul_eq_mul, Nat.add_one_sub_one]
    field_simp
  refine h.trans ?_
  rw [finrank_euclideanSpace_fin, hv, hr]
  simp only [nsmul_eq_mul, smul_eq_mul]
  push_cast
  ring

/-- For `w > 0` the kernel `erfc(w r)/r` has space integral `π/w²`. -/
theorem integral_erfcKernel {w : ℝ} (hw : 0 < w) :
    ∫ x : EuclideanSpace ℝ (Fin 3), erfcKernel w ‖x‖ = Real.pi / w ^ 2 := by
  refine (integral_screened erfc hw).trans ?_
  rw [radial_moment_erfc]
  ring

/-- For `k > 0` the Yukawa kernel `exp(-k r)/r` has space integral `4π/k²`. -/
theorem integral_yukawaKernel {k : ℝ} (hk : 0 < k) :
    ∫ x : EuclideanSpace ℝ (Fin 3), yukawaKernel k ‖x‖ = 4 * Real.pi / k ^ 2 := by
  refine (integral_screened (fun t => Real.exp (-t)) hk).trans ?_
  have hd : ∀ t : ℝ, HasDerivAt (fun t : ℝ => -(t ^ 1 * Real.exp (-t)) - Real.exp (-t))
      (t * Real.exp (-t)) t := by
    intro t
    have hE := (hasDerivAt_id' t).fun_neg.exp
    simp only [pow_one]
    exact (((hasDerivAt_id' t).fun_mul hE).fun_neg.fun_sub hE).congr_deriv (by ring)
  have hlim := (Real.tendsto_pow_mul_exp_neg_atTop_nhds_zero 1).neg.sub
    Real.tendsto_exp_neg_atTop_nhds_zero
  have h := integral_Ioi_of_hasDerivAt_of_nonneg' (a := 0) (fun t _ => hd t)
    (fun t ht => mul_nonneg (le_of_lt ht) (Real.exp_pos _).le) hlim
  rw [h]
  norm_num

/-- One number `x₀ > 0` serves all `w > 0`: the kernel `erfc(w r)/r` exceeds `exp(-2 w r)/r` exactly
at distances `0 < r < x₀/w`, and is exceeded by it exactly at `r > x₀/w`. -/
theorem crossing_scales : ∃ x₀ > 0, ∀ w > 0, ∀ r > 0,
    (yukawaKernel (2 * w) r < erfcKernel w r ↔ r < x₀ / w) ∧
    (erfcKernel w r < yukawaKernel (2 * w) r ↔ x₀ / w < r) := by
  obtain ⟨x₀, h0, hx⟩ := excess_sign
  refine ⟨x₀, h0, fun w hw r hr => ?_⟩
  have h := hx (w * r) (mul_pos hw hr)
  unfold excess at h
  rw [sub_pos, sub_lt_zero] at h
  unfold yukawaKernel erfcKernel
  rw [div_lt_div_iff_of_pos_right hr, div_lt_div_iff_of_pos_right hr, lt_div_iff₀ hw,
    div_lt_iff₀ hw, mul_comm r w, mul_assoc 2 w r]
  exact h

/-- For `w > 0`, the kernels `erfc(w r)/r` and `exp(-k r)/r` with `k > 0` have equal space integrals
exactly when `k = 2w`. For `k = 2w` there is a unique radius `r₀ > 0` inside which the erfc kernel
is larger and outside which the Yukawa kernel is larger. -/
theorem erfc_yukawa_matching {w : ℝ} (hw : 0 < w) :
    (∀ k > 0, ∫ x : EuclideanSpace ℝ (Fin 3), erfcKernel w ‖x‖
        = ∫ x : EuclideanSpace ℝ (Fin 3), yukawaKernel k ‖x‖ ↔ k = 2 * w) ∧
    ∃! r₀ : ℝ, 0 < r₀ ∧
      (∀ r, 0 < r → r < r₀ → yukawaKernel (2 * w) r < erfcKernel w r) ∧
      (∀ r, r₀ < r → erfcKernel w r < yukawaKernel (2 * w) r) := by
  constructor
  · intro k hk
    rw [integral_erfcKernel hw, integral_yukawaKernel hk,
      div_eq_div_iff (pow_pos hw 2).ne' (pow_pos hk 2).ne']
    constructor
    · intro h
      have h2 : k ^ 2 = (2 * w) ^ 2 := mul_left_cancel₀ Real.pi_ne_zero (by linarith)
      exact (sq_eq_sq₀ hk.le (by positivity)).1 h2
    · intro h
      rw [h]
      ring
  · obtain ⟨x₀, h0, hx⟩ := crossing_scales
    have hr₀ : 0 < x₀ / w := div_pos h0 hw
    refine ⟨x₀ / w, ⟨hr₀, fun r hr h => (hx w hw r hr).1.2 h,
      fun r h => (hx w hw r (hr₀.trans h)).2.2 h⟩, ?_⟩
    rintro y ⟨hy, hin, hout⟩
    -- two different radii would disagree at their midpoint
    have hm : 0 < (y + x₀ / w) / 2 := by linarith
    rcases lt_trichotomy y (x₀ / w) with h | h | h
    · have := (hx w hw _ hm).2.1 (hout _ (by linarith))
      linarith
    · exact h
    · have := (hx w hw _ hm).1.1 (hin _ hm (by linarith))
      linarith

end

end RangeSeparation
```

```lean
#print axioms RangeSeparation.erfc_yukawa_matching
```

```
'RangeSeparation.erfc_yukawa_matching' depends on axioms: [propext, Classical.choice, Quot.sound]
```

## From monotone branches to the matching theorem

The first three lemmas supply the slope, limit and sign of erfc. In `excess_sign`, the facts `m1`, `m2` and `m3` are the three monotone branches of \(g\), and `intermediate_value_Icc'` finds the zero on the middle one.

In `radial_moment_erfc`, the facts `l1` and `l2` show that the first two terms of \(F\) vanish at infinity, `tendsto_erfc` does the same for the third, and `hd` differentiates \(F\). `integral_screened` performs the polar reduction and rescaling, and the two kernel integrals follow from it. The final theorem compares them and settles uniqueness with the midpoint `hm`.

## Integrating to infinity with a nonnegative integrand

Both radial moments use `integral_Ioi_of_hasDerivAt_of_nonneg'`. It takes an antiderivative, its limit at infinity and the nonnegativity of the integrand, and returns the limit minus the initial value. No separate integrability proof is required: for a nonnegative integrand, a finite limit of the antiderivative bounds the integrals over all finite intervals. This is where `erfc_nonneg` enters the erfc moment a second time, after its use in the squeeze for `l1`.
